# At fixed lattice constant, equal spacing binds a chain of alternating point charges least

The Coulomb energy of an infinite chain of alternating charges is a sum of terms \(\pm 1/r\) that converges only conditionally, so a definition of the binding energy has to fix how the ions are grouped. The physical question is whether the electrostatic energy of such a chain falls when its equal bonds become alternately short and long while the length of the unit cell stays the same.

Put cations of charge \(+q\) at the integers and anions of charge \(-q\) at the points \(n+d\), with \(0<d<1\). Lengths are in units of the lattice constant \(a\), which is the cation–cation distance, and energies in units of \(q^2/a\) (Gaussian). The bonds have lengths \(d\) and \(1-d\).

Seen from the cation at the origin, the nearest anion on the right contributes \(1/d\). The other ions are taken in neutral groups of four, numbered by \(n=0,1,2,\dots\): two anions at distances \(n+1\pm d\) and two cations at distance \(n+1\). With

\[
s_n(d)=\frac1{n+1+d}+\frac1{n+1-d}-\frac2{n+1},
\]

the binding energy is \(M(d)=1/d+\sum_{n\ge0}s_n(d)\). It is positive for a bound chain, being minus the Coulomb energy. An anion sees the same distances, and halving the sum over both ions to avoid double counting gives \(M(d)\) per ion pair.

In Lean, \(s_n(d)\) is `shell d n` and \(M(d)\) is `binding d`. That \(M(d)\) is the limit of the binding energy per pair of a long finite chain is part of the interpretation and is not proved here. The ions are rigid point charges without overlap repulsion or polarisation, so the result concerns only the classical electrostatic part of the energy. It does not show that a real ionic chain dimerises, since overlap repulsion opposes the shortening of a bond and can keep the spacing equal.

```lean
import Mathlib

open Filter Topology Finset

namespace IonicChainDimerisation

noncomputable section

/-- Coulomb contribution, to the binding of one ion, of the two opposite charges at distances
`n + 1 + d` and `n + 1 - d` and the two like charges at distance `n + 1`, for `0 < d < 1`. -/
def shell (d : ℝ) (n : ℕ) : ℝ :=
  1 / ((n : ℝ) + 1 + d) + 1 / ((n : ℝ) + 1 - d) - 2 / ((n : ℝ) + 1)

/-- Binding energy per ion pair of a chain with unit lattice constant and unit charges, whose
anions are displaced by `d` from the cations, for `0 < d < 1`. -/
def binding (d : ℝ) : ℝ := 1 / d + ∑' n : ℕ, shell d n
```

## (a) Convergence of the shells

Show that \(\sum_n s_n(d)\) converges for \(0<d<1\), by proving

\[
0\le s_n(d)\le\frac{2d^2}{1-d^2}\,\frac1{(n+1)^2}.
\]

**Solution.** Write \(m=n+1\). Then

\[
s_n(d)=\frac{2m}{m^2-d^2}-\frac2m=\frac{2d^2}{m(m^2-d^2)}\ge0 .
\]

The upper bound follows from

\[
m(m^2-d^2)-(1-d^2)m^2=m(m-1)(m+d^2)\ge0,
\]

and \(\sum 1/m^2\) converges.

In the proof, `form` is the single fraction, and the last `linear_combination` uses the factorised difference. The theorem states `Summable (shell d)`. This matters because Lean's infinite sum `∑'` is set to zero when a series is not summable.

```lean
/-- For `0 < d < 1` the Coulomb series, summed shell by shell, converges. -/
theorem summable_shell {d : ℝ} (h0 : 0 < d) (h1 : d < 1) : Summable (shell d) := by
  have hs : Summable (fun n : ℕ => 1 / ((n : ℝ) + 1) ^ 2) := by
    have h := (summable_nat_add_iff 1).2
      (Real.summable_one_div_nat_pow.2 (by norm_num : 1 < 2))
    push_cast at h
    exact h
  have hd : 0 < 1 - d ^ 2 := by nlinarith
  -- each shell is a neutral group of charges and decays fast
  have form : ∀ n : ℕ, shell d n
      = 2 * d ^ 2 / (((n : ℝ) + 1) * (((n : ℝ) + 1 + d) * ((n : ℝ) + 1 - d))) := by
    intro n
    have hn : (0 : ℝ) ≤ n := n.cast_nonneg
    have a1 : (n : ℝ) + 1 ≠ 0 := by positivity
    have a2 : (n : ℝ) + 1 + d ≠ 0 := by positivity
    have a3 : (n : ℝ) + 1 - d ≠ 0 := by linarith
    unfold shell
    rw [div_add_div _ _ a2 a3, div_sub_div _ _ (mul_ne_zero a2 a3) a1,
      mul_comm ((n : ℝ) + 1) (((n : ℝ) + 1 + d) * ((n : ℝ) + 1 - d))]
    congr 1
    ring
  refine Summable.of_nonneg_of_le (fun n => ?_) (fun n => ?_)
    (hs.mul_left (2 * d ^ 2 / (1 - d ^ 2)))
  · have hn : (0 : ℝ) ≤ n := n.cast_nonneg
    have a3 : 0 < (n : ℝ) + 1 - d := by linarith
    rw [form]
    positivity
  · have hn : (0 : ℝ) ≤ n := n.cast_nonneg
    rw [form, div_mul_div_comm, mul_one]
    apply div_le_div_of_nonneg_left (by positivity) (by positivity)
    have h : 0 ≤ ((n : ℝ) + 1) * ((n : ℝ) * ((n : ℝ) + 1 + d ^ 2)) := by positivity
    linear_combination h
```

## (b) Regrouping by pairs of bonds

Show that, for \(0<d<1\),

\[
M(d)=\sum_{n\ge0}g_n(d),\qquad g_n(d)=\frac1{n+d}+\frac1{n+1-d}-\frac2{n+1}.
\]

**Solution.** The two groupings differ by

\[
g_n(d)-s_n(d)=\frac1{n+d}-\frac1{n+1+d}.
\]

This telescopes: the first \(N\) terms add up to \(1/d-1/(N+d)\), which tends to \(1/d\). Adding the convergent series of part (a) gives \(1/d+\sum_n s_n(d)=M(d)\).

`HasSum` followed by a series and a value says that the series converges to that value. The telescoping series is `ht`; its partial sums are found by induction, and since its terms are non-negative, their limit is its sum.

```lean
/-- For `0 < d < 1` the binding energy is also the sum of groups in which the opposite charges
at distances `n + d` and `n + 1 - d` are taken together. -/
theorem hasSum_binding {d : ℝ} (h0 : 0 < d) (h1 : d < 1) :
    HasSum (fun n : ℕ => 1 / ((n : ℝ) + d) + 1 / ((n : ℝ) + 1 - d) - 2 / ((n : ℝ) + 1))
      (binding d) := by
  -- the regrouping costs a telescoping series with sum 1/d
  have ht : HasSum (fun n : ℕ => 1 / ((n : ℝ) + d) - 1 / ((n : ℝ) + 1 + d)) (1 / d) := by
    rw [hasSum_iff_tendsto_nat_of_nonneg]
    · have hsum : ∀ N : ℕ, ∑ n ∈ range N, (1 / ((n : ℝ) + d) - 1 / ((n : ℝ) + 1 + d))
          = 1 / d - 1 / ((N : ℝ) + d) := by
        intro N
        induction N with
        | zero => simp
        | succ N ih =>
          rw [sum_range_succ, ih]
          push_cast
          ring
      simp only [hsum]
      have hN : Tendsto (fun N : ℕ => (N : ℝ) + d) atTop atTop :=
        tendsto_atTop_add_const_right _ _ tendsto_natCast_atTop_atTop
      have hlim : Tendsto (fun N : ℕ => 1 / ((N : ℝ) + d)) atTop (𝓝 0) :=
        tendsto_const_nhds.div_atTop hN
      simpa using hlim.const_sub (1 / d)
    · intro n
      exact sub_nonneg.2 (one_div_le_one_div_of_le (by positivity) (by linarith))
  have e : (fun n : ℕ => 1 / ((n : ℝ) + d) + 1 / ((n : ℝ) + 1 - d) - 2 / ((n : ℝ) + 1))
      = fun n : ℕ => (1 / ((n : ℝ) + d) - 1 / ((n : ℝ) + 1 + d)) + shell d n := by
    funext n
    unfold shell
    ring
  rw [e]
  exact ht.add (summable_shell h0 h1).hasSum
```

## (c) Exchange of the two bonds

Show that \(M(d)=M(1-d)\) for \(0<d<1\).

**Solution.** Replacing \(d\) by \(1-d\) turns \(n+d\) into \(n+1-d\) and the reverse. The two attractive terms of \(g_n\) change places, so \(g_n(1-d)=g_n(d)\) for every \(n\), and the sums agree.

Lean shows that both energies are the sum of one series and applies the uniqueness of that sum.

```lean
/-- For `0 < d < 1`, exchanging the short and the long bond leaves the binding energy
unchanged. -/
theorem binding_symm {d : ℝ} (h0 : 0 < d) (h1 : d < 1) : binding d = binding (1 - d) := by
  refine (hasSum_binding h0 h1).unique ?_
  have h := hasSum_binding (d := 1 - d) (by linarith) (by linarith)
  have e : (fun n : ℕ => 1 / ((n : ℝ) + d) + 1 / ((n : ℝ) + 1 - d) - 2 / ((n : ℝ) + 1))
      = fun n : ℕ => 1 / ((n : ℝ) + (1 - d)) + 1 / ((n : ℝ) + 1 - (1 - d))
        - 2 / ((n : ℝ) + 1) := by
    funext n
    rw [show (n : ℝ) + (1 - d) = n + 1 - d by ring,
      show (n : ℝ) + 1 - (1 - d) = n + d by ring]
    ring
  rw [e]
  exact h
```

## (d) Comparison of one attractive pair

Let \(0<d<e\le\tfrac12\), where \(e\) is a second displacement and not a charge. Show for every \(n\ge0\) that

\[
\frac1{n+e}+\frac1{n+1-e}<\frac1{n+d}+\frac1{n+1-d}.
\]

**Solution.** For \(0<x<1\) the two distances add up to \(2n+1\), whatever \(x\) is, so

\[
\frac1{n+x}+\frac1{n+1-x}=\frac{2n+1}{(n+x)(n+1-x)}=\frac{2n+1}{n(n+1)+x(1-x)} .
\]

The denominator is larger for \(e\) than for \(d\), because

\[
e(1-e)-d(1-d)=(e-d)(1-d-e)>0 .
\]

The first equality is `key`, and the final `nlinarith` receives the positive product \((e-d)(1-d-e)\).

Without \(e\le\tfrac12\) the inequality can fail: for \(d=\tfrac14\) and \(e=\tfrac34\) both sides are equal. Within \(0<d<e<1\), the condition needed is \(d+e<1\).

```lean
/-- For `0 < d < e ≤ 1/2`, the attraction of the opposite charges at distances `n + d` and
`n + 1 - d` is stronger than that of charges at `n + e` and `n + 1 - e`. -/
theorem pair_lt {d e : ℝ} (h0 : 0 < d) (hde : d < e) (he : e ≤ 1 / 2) (n : ℕ) :
    1 / ((n : ℝ) + e) + 1 / ((n : ℝ) + 1 - e)
      < 1 / ((n : ℝ) + d) + 1 / ((n : ℝ) + 1 - d) := by
  have hn : (0 : ℝ) ≤ n := n.cast_nonneg
  -- the distances have a fixed sum, so only their product matters
  have key : ∀ x : ℝ, 0 < x → x < 1 → 1 / ((n : ℝ) + x) + 1 / ((n : ℝ) + 1 - x)
      = (2 * n + 1) / (((n : ℝ) + x) * ((n : ℝ) + 1 - x)) := by
    intro x hx hx1
    have a1 : (n : ℝ) + x ≠ 0 := by positivity
    have a2 : (n : ℝ) + 1 - x ≠ 0 := by linarith
    rw [div_add_div _ _ a1 a2]
    congr 1
    ring
  rw [key e (by linarith) (by linarith), key d h0 (by linarith)]
  apply div_lt_div_of_pos_left (by positivity)
  · exact mul_pos (by linarith) (by linarith)
  · nlinarith [mul_pos (sub_pos.2 hde) (show 0 < 1 - d - e by linarith)]
```

## (e) Monotonic fall towards equal spacing

Show that \(M(e)<M(d)\) whenever \(0<d<e\le\tfrac12\).

**Solution.** Subtract \(2/(n+1)\) from both sides of the inequality in (d). This gives \(g_n(e)<g_n(d)\) for every \(n\). Both series converge by (b), so their sums satisfy the same strict inequality.

`StrictAntiOn binding (Set.Ioc 0 (1 / 2))` says that `binding` is strictly decreasing on \((0,\tfrac12]\). The lemma `hasSum_lt` asks for \(\le\) in all terms and \(<\) in one, here \(n=0\).

```lean
/-- The binding energy falls strictly as the short bond `d` grows from zero to one half. -/
theorem binding_strictAntiOn : StrictAntiOn binding (Set.Ioc 0 (1 / 2)) := by
  intro d hd e he hde
  have h := fun n : ℕ => sub_lt_sub_right (pair_lt hd.1 hde he.2 n) (2 / ((n : ℝ) + 1))
  exact hasSum_lt (fun n => (h n).le) (h 0)
    (hasSum_binding he.1 (by linarith [he.2])) (hasSum_binding hd.1 (by linarith [hd.2]))
```

## (f) The value at equal spacing

Show that \(M(\tfrac12)=4\ln2\).

**Solution.** At \(d=\tfrac12\),

\[
g_n(\tfrac12)=\frac4{2n+1}-\frac2{n+1}.
\]

Let \(H_N=\sum_{k=1}^N1/k\). The reciprocals of the first \(N\) odd numbers add up to \(H_{2N}-\tfrac12H_N\), so

\[
\sum_{n=0}^{N-1}g_n(\tfrac12)=4\left(H_{2N}-\tfrac12H_N\right)-2H_N=4\,(H_{2N}-H_N).
\]

Since \(H_N-\ln N\) tends to Euler's constant, which cancels in the difference, the limit is \(4\,(\ln 2N-\ln N)=4\ln2\).

The textbook Madelung constant of this chain is \(2\ln2\), because it refers to the nearest-neighbour distance \(a/2\).

Lean proves the partial sums by induction (`hsum`) and takes the limit of `harmonic` minus the logarithm at \(2N\) and at \(N\).

```lean
/-- The equally spaced chain has binding energy `4 ln 2` per ion pair. -/
theorem binding_half : binding (1 / 2) = 4 * Real.log 2 := by
  have hsum : ∀ N : ℕ, ∑ n ∈ range N,
      (1 / ((n : ℝ) + 1 / 2) + 1 / ((n : ℝ) + 1 - 1 / 2) - 2 / ((n : ℝ) + 1))
      = 4 * ((harmonic (2 * N) : ℝ) - (harmonic N : ℝ)) := by
    intro N
    induction N with
    | zero => simp
    | succ N ih =>
      have a1 : 1 / ((N : ℝ) + 1 / 2) = 2 * (2 * (N : ℝ) + 1)⁻¹ := by
        rw [show (N : ℝ) + 1 / 2 = (2 * N + 1) / 2 by ring, one_div_div, div_eq_mul_inv]
      have a2 : 1 / ((N : ℝ) + 1 - 1 / 2) = 2 * (2 * (N : ℝ) + 1)⁻¹ := by
        rw [show (N : ℝ) + 1 - 1 / 2 = (2 * N + 1) / 2 by ring, one_div_div, div_eq_mul_inv]
      have a3 : (2 * (N : ℝ) + 1 + 1)⁻¹ = ((N : ℝ) + 1)⁻¹ / 2 := by
        rw [show 2 * (N : ℝ) + 1 + 1 = 2 * (N + 1) by ring, mul_inv]
        ring
      rw [sum_range_succ, show 2 * (N + 1) = 2 * N + 1 + 1 by ring,
        harmonic_succ (2 * N + 1), harmonic_succ (2 * N), harmonic_succ N]
      push_cast
      linear_combination ih + a1 + a2 - 4 * a3
  -- the Euler constant cancels between the two harmonic numbers
  have h := Real.tendsto_harmonic_sub_log
  have hN : Tendsto (fun N : ℕ => 2 * N) atTop atTop :=
    tendsto_atTop_mono (fun N => by show N ≤ 2 * N; omega) tendsto_id
  have hlim := (((h.comp hN).sub h).add_const (Real.log 2)).const_mul 4
  rw [sub_self, zero_add] at hlim
  refine tendsto_nhds_unique
    (hasSum_binding (by norm_num) (by norm_num)).tendsto_sum_nat (hlim.congr' ?_)
  filter_upwards [eventually_gt_atTop 0] with N hpos
  have hlog : Real.log ((2 * N : ℕ) : ℝ) = Real.log 2 + Real.log N := by
    push_cast
    exact Real.log_mul two_ne_zero (Nat.cast_ne_zero.2 hpos.ne')
  rw [hsum]
  simp only [Function.comp_apply, hlog]
  ring
```

## (g) Every unequal spacing is bound more strongly

Show that \(M(d)>M(\tfrac12)\) for \(0<d<1\) with \(d\ne\tfrac12\).

**Solution.** If \(d<\tfrac12\), apply (e) with \(e=\tfrac12\). If \(d>\tfrac12\), then \(0<1-d<\tfrac12\), and (c) and (e) give \(M(d)=M(1-d)>M(\tfrac12)\).

The theorem `dimerisation` joins this inequality to the results of (c) and (f). Its proof makes the same two-case split.

```lean
/-- Dimerisation of an ionic chain: for `0 < d < 1` the binding energy is symmetric under
`d → 1 - d`, and every unequal spacing is bound more strongly than the equal one, whose
binding energy is `4 ln 2`. -/
theorem dimerisation {d : ℝ} (h0 : 0 < d) (h1 : d < 1) :
    binding d = binding (1 - d) ∧ binding (1 / 2) = 4 * Real.log 2 ∧
      (d ≠ 1 / 2 → binding (1 / 2) < binding d) := by
  refine ⟨binding_symm h0 h1, binding_half, fun hne => ?_⟩
  have hhalf : (1 / 2 : ℝ) ∈ Set.Ioc (0 : ℝ) (1 / 2) := ⟨by norm_num, le_rfl⟩
  rcases lt_or_gt_of_ne hne with h | h
  · exact binding_strictAntiOn ⟨h0, h.le⟩ hhalf h
  · -- by symmetry the long bond may be traded for the short one
    rw [binding_symm h0 h1]
    exact binding_strictAntiOn ⟨by linarith, by linarith⟩ hhalf (by linarith)
```

## (h) A lower bound on the gain

Show that, for \(0<d<1\),

\[
M(d)-M(\tfrac12)\ge\frac{(1-2d)^2}{d(1-d)} .
\]

**Solution.** By (d), and the symmetry of \(g_n\) when \(d>\tfrac12\), every difference \(g_n(d)-g_n(\tfrac12)\) is non-negative. The sum is therefore at least its \(n=0\) term:

\[
\frac1d+\frac1{1-d}-4=\frac{1-4d(1-d)}{d(1-d)}=\frac{(1-2d)^2}{d(1-d)} .
\]

In Lean, `le_hasSum` keeps this one term, after a case split on \(d<\tfrac12\), \(d=\tfrac12\) and \(d>\tfrac12\) has shown that the others are non-negative.

At \(d=\tfrac12\) both sides vanish. As \(d\to0\), the estimate in (a) makes the sum of the shells vanish, so \(M(d)-1/d\to0\) and the chain becomes a row of isolated ion pairs. The gain then behaves as \(1/d-4\ln2\approx1/d-2.77\), and the bound as \(1/d-3\).

```lean
/-- For `0 < d < 1`, dimerisation gains at least the energy `(1 - 2d)² / (d (1 - d))` per ion
pair over equal spacing. -/
theorem dimerisation_gain {d : ℝ} (h0 : 0 < d) (h1 : d < 1) :
    (1 - 2 * d) ^ 2 / (d * (1 - d)) ≤ binding d - binding (1 / 2) := by
  have hs := (hasSum_binding h0 h1).sub
    (hasSum_binding (d := 1 / 2) (by norm_num) (by norm_num))
  have hd : 0 < 1 - d := by linarith
  -- no group loses binding energy, and the group n = 0 alone gives the bound
  have hle := le_hasSum hs 0 (fun n _ => by
    have hn : (0 : ℝ) ≤ n := n.cast_nonneg
    rcases lt_trichotomy d (1 / 2) with h | h | h
    · linarith [pair_lt h0 h le_rfl n]
    · rw [h, sub_self]
    · have hp := pair_lt hd (by linarith : 1 - d < 1 / 2) le_rfl n
      rw [show (n : ℝ) + (1 - d) = n + 1 - d by ring,
        show (n : ℝ) + 1 - (1 - d) = n + d by ring] at hp
      linarith)
  have e : (1 - 2 * d) ^ 2 / (d * (1 - d)) = 1 / d + 1 / (1 - d) - 4 := by
    have a1 : d ≠ 0 := h0.ne'
    have a2 : 1 - d ≠ 0 := hd.ne'
    rw [div_add_div _ _ a1 a2, eq_sub_iff_add_eq, div_add' _ _ _ (mul_ne_zero a1 a2)]
    congr 1
    ring
  rw [e]
  norm_num at hle ⊢
  linarith

end

end IonicChainDimerisation
```

```lean
#print axioms IonicChainDimerisation.dimerisation
#print axioms IonicChainDimerisation.dimerisation_gain
```

```
'IonicChainDimerisation.dimerisation' depends on axioms: [propext, Classical.choice, Quot.sound]
'IonicChainDimerisation.dimerisation_gain' depends on axioms: [propext, Classical.choice, Quot.sound]
```
